# Thermal averages in the Hubbard atom as Gibbs-weighted sums of diagonal elements

The theorem concerns a Hubbard atom: one site with four Fock states, real level energies `εu` and `εd` for up and down electrons, and a real interaction energy `U` when both are present. For every real `β` and every complex 4×4 matrix `A`, Hermitian or not, it states that Tr(exp(−βH)A)/Tr exp(−βH) equals the sum of the diagonal elements of `A` in the Fock basis, each multiplied by the normalised Gibbs weight of its state. The off-diagonal elements of `A` therefore do not contribute. The proof uses the fact that H is diagonal in this basis to compute its exponential entry by entry, and then expands the two traces.

As first written in Lean, the proof fails:

```lean
import Mathlib

open Matrix

namespace ThermalAvgEqSum

noncomputable section

/-- Annihilator of an up electron in the basis `|0>, |dn>, |up>, |up dn>`. -/
def cUp : Matrix (Fin 4) (Fin 4) ℂ :=
  !![0, 0, 1, 0; 0, 0, 0, 1; 0, 0, 0, 0; 0, 0, 0, 0]

/-- Annihilator of a down electron in the same basis, with the Jordan-Wigner sign
when an up electron is present. -/
def cDn : Matrix (Fin 4) (Fin 4) ℂ :=
  !![0, 1, 0, 0; 0, 0, 0, 0; 0, 0, 0, -1; 0, 0, 0, 0]

/-- Number operator of up electrons. -/
def nUp : Matrix (Fin 4) (Fin 4) ℂ := cUpᴴ * cUp

/-- Number operator of down electrons. -/
def nDn : Matrix (Fin 4) (Fin 4) ℂ := cDnᴴ * cDn

/-- Hamiltonian of the Hubbard atom with level energies `εu`, `εd` and repulsion `U`. -/
def hamiltonian (εu εd U : ℝ) : Matrix (Fin 4) (Fin 4) ℂ :=
  (εu : ℂ) • nUp + (εd : ℂ) • nDn + (U : ℂ) • (nUp * nDn)

/-- Energies of the four Fock states `|0>, |dn>, |up>, |up dn>`. -/
def levels (εu εd U : ℝ) : Fin 4 → ℝ := ![0, εd, εu, εu + εd + U]

/-- Thermal average `Tr(exp(-βH) A) / Tr exp(-βH)`, for Hermitian `H`. -/
def thermalAvg (β : ℝ) (H A : Matrix (Fin 4) (Fin 4) ℂ) : ℂ :=
  trace (NormedSpace.exp ((-β : ℂ) • H) * A) / trace (NormedSpace.exp ((-β : ℂ) • H))

/-- Normalised Gibbs weight of state `i` for the energies `E`. -/
def gibbsWeight (β : ℝ) (E : Fin 4 → ℝ) (i : Fin 4) : ℝ :=
  Real.exp (-β * E i) / ∑ j, Real.exp (-β * E j)

/-- Both number operators are diagonal in the Fock basis, with the occupations as entries. -/
theorem number_operators :
    nUp = diagonal ![0, 0, 1, 1] ∧ nDn = diagonal ![0, 1, 0, 1] := by
  constructor <;>
    (ext i j
     fin_cases i <;> fin_cases j <;>
       simp [nUp, nDn, cUp, cDn, Matrix.mul_apply, Fin.sum_univ_four])

/-- The Hamiltonian is diagonal in the Fock basis, with the energies `levels`. -/
theorem hamiltonian_eq_diagonal (εu εd U : ℝ) :
    hamiltonian εu εd U = diagonal (fun i => (levels εu εd U i : ℂ)) := by
  rw [hamiltonian, number_operators.1, number_operators.2]
  ext i j
  fin_cases i <;> fin_cases j <;> simp [levels]

/-- The thermal average of an observable of the Hubbard atom is the sum of its diagonal
elements in the Fock basis, each multiplied by the Gibbs weight of the state. -/
theorem thermalAvg_eq_sum (β εu εd U : ℝ) (A : Matrix (Fin 4) (Fin 4) ℂ) :
    thermalAvg β (hamiltonian εu εd U) A =
      ∑ i, (gibbsWeight β (levels εu εd U) i : ℂ) * A i i := by
  -- the exponential of a diagonal matrix is taken entry by entry
  have hexp : NormedSpace.exp ((-β : ℂ) • hamiltonian εu εd U) =
      diagonal (fun i => (Real.exp (-β * levels εu εd U i) : ℂ)) := by
    rw [hamiltonian_eq_diagonal, ← Matrix.diagonal_smul, Matrix.exp_diagonal]
    congr 1
    funext i
    rw [Pi.exp_apply, ← Complex.exp_eq_exp_ℂ]
    simp
  rw [thermalAvg, hexp]
  simp only [gibbsWeight, Matrix.trace, Matrix.diag_apply, Matrix.diagonal_mul,
    Matrix.diagonal_apply_eq, Complex.ofReal_div, Complex.ofReal_sum, Finset.sum_div]
  refine Finset.sum_congr rfl fun i _ => ?_
  ring

end

end ThermalAvgEqSum
```

The error:

```
Main.lean:65:8: error(lean.unknownIdentifier): Unknown identifier `Pi.exp_apply`
```

Diagnosis. The message says that Lean knows no declaration called `Pi.exp_apply`. The name stands in the proof of `hexp`, the auxiliary statement that exp(−βH) is the diagonal matrix of the Boltzmann factors. At that point `Matrix.exp_diagonal` has reduced the matrix exponential to the exponential of a function on the four states, and `funext i` asks for its value at one state `i`. The step needed is that this value is the exponential of the function's value at `i`. The idea is sound, but the rewrite cannot start, because the lemma it cites does not exist under that name.

The diff puts `Pi.coe_exp` in its place, which is the lemma that states this fact. What remains is the exponential of a complex number, which `← Complex.exp_eq_exp_ℂ` turns from `NormedSpace.exp` into `Complex.exp`, and `simp` then matches it with the real exponential on the other side. The rest of the proof is unchanged.

Lean accepts the file once it reads:

```diff
@@ -63,5 +63,5 @@
     congr 1
     funext i
-    rw [Pi.exp_apply, ← Complex.exp_eq_exp_ℂ]
+    rw [Pi.coe_exp, ← Complex.exp_eq_exp_ℂ]
     simp
   rw [thermalAvg, hexp]
```
